# Averaging over principal-axis signs gives an orthogonally invariant function for points with distinct second-moment eigenvalues

## Eight evaluations per atom

A machine-learned potential may feed the positions of an atom's neighbours to a network that does not itself respect rotations. One remedy takes the following steps for each atom:

1. Collect the displacement vectors $x_i$ to the neighbours within the cutoff.
2. Diagonalise the $3\times3$ matrix $M=\sum_i x_i x_i^T$.
3. Express the displacements along its unit eigenvectors, ordered by eigenvalue.
4. Evaluate the network for all eight choices of the eigenvectors' signs, and take the mean.

The last step is there because an eigensolver returns each eigenvector with an arbitrary sign. If the eigenvalues of $M$ are distinct, the mean depends neither on those signs nor on the orientation of the environment.

## The claim in $d$ dimensions

Let $x$ be a finite set of labelled points $x_i\in\mathbb R^d$. An ordered frame is a matrix $U$ with

$$U^TU=1,\qquad MU=U\,\mathrm{diag}(\lambda),$$

where the entries of $\lambda$ are strictly increasing. For signs $s_k=\pm1$ put $S_s=\mathrm{diag}(s)$. The average of a function $f$ of all the coordinates is

$$A_f(U,x)=2^{-d}\sum_s f\big((US_s)^Tx\big),$$

where a matrix acts on every point of $x$. If $Q$ is orthogonal and $W$ is any ordered frame of $Qx$, then $A_f(W,Qx)=A_f(U,x)$.

## Derivation

**A frame exists if the eigenvalues of $M$ are distinct.** $M$ is symmetric, so it has an orthonormal eigenbasis. Sorting distinct eigenvalues makes them strictly increasing.

**Only signs are free.** Let $U$ and $W$ be ordered frames of the same $x$, with eigenvalues $\lambda$ and $\mu$, and let $R=U^TW$. Transposing the eigenvalue equation for $U$ gives $U^TM=\mathrm{diag}(\lambda)U^T$, so

$$\mathrm{diag}(\lambda)R=U^TMW=R\,\mathrm{diag}(\mu).$$

With $i$ and $j$ now numbering axes, this reads $(\lambda_i-\mu_j)R_{ij}=0$. Since $R$ is orthogonal, each of its rows and columns has a nonzero entry. Every $\lambda_i$ is therefore some $\mu_j$, and conversely. Two strictly increasing lists with the same values are equal, so $\lambda=\mu$. For $i\ne j$ we then have $\lambda_i\neq\mu_j$ and $R_{ij}=0$. Finally $R^TR=1$ gives $R_{kk}^2=1$. Hence $R=S_s$ for some signs $s$, and $W=UR=US_s$.

**Frames move with the points.** The matrix of $Qx$ is $QMQ^T$. The columns of $QU$ are orthonormal, and

$$QMQ^T(QU)=QMU=QU\,\mathrm{diag}(\lambda),$$

so $QU$ is an ordered frame of $Qx$.

**The average is unchanged.** By the two previous steps, any ordered frame of $Qx$ is $W=QUS_t$ for some signs $t$. Then

$$(WS_s)^TQx=(QUS_tS_s)^TQx=(US_{ts})^Tx.$$

As $s$ runs over all sign choices, so does $ts$. The two sums have the same terms in a different order. Taking $Q=1$ shows that the choice of frame does not matter.

## Two points in the plane

Number points and axes from 0, and take $x_0=(1,0)$, $x_1=(0,2)$. Then $M=\mathrm{diag}(1,4)$ and $U=1$ is an ordered frame. Let $f(y)=(y_{00}+y_{11})^2$, where $y_{ik}$ is coordinate $k$ of point $i$. The signed coordinates give $(s_0+2s_1)^2$, with values $9,1,1,9$ and mean $5$.

A quarter turn moves the points to $(0,1)$ and $(-2,0)$, with matrix $\mathrm{diag}(4,1)$. A solver may return the ordered eigenvectors $(0,1)$ and $(1,0)$. The coordinates are then $(1,0)$ and $(0,-2)$, and $f=1$, whereas the unsigned frame gave $9$ before the turn. The mean over signs is again $5$.

## Reading the formal statement

A configuration is `x : ι → Fin d → ℝ` with `ι` finite, and `act A x` applies a matrix to every point. `secondMoment` is $M$, without masses or division by the number of points. In three dimensions its eigenvectors are the principal axes of inertia for unit masses about the origin, which need not be the centre of mass, but in the reverse order of moments.

`IsPrincipalFrame x lam U` collects the three conditions on a frame; distinctness of the eigenvalues sits in `StrictMono lam`. Signs are elements of `ℤˣ`, the integers $\pm1$. `frameAverage` is $A_f$, and `f` may take values in any real vector space `E`.

The main theorem is `frameAverage_invariant`. Its condition `Qᵀ * Q = 1` admits reflections, so mirror images receive the same value. This suits an energy, but not a quantity that changes sign between enantiomers.

For a potential energy surface, the result secures orientation independence at each finite environment with distinct second moments. The tetrahedron of hydrogens around carbon in ideal methane is excluded, because there $M$ is a multiple of the identity. The step to molecular dynamics needs more: an energy that stays smooth as atoms move, including where eigenvalues meet and the axes change order. The theorem does not provide this. Where two eigenvalues meet, the average can jump even if $f$ is smooth.

## The Lean file

```lean
import Mathlib

open Matrix

namespace FrameAveraging

noncomputable section

variable {ι : Type*} {d : ℕ} {E : Type*} [AddCommGroup E] [Module ℝ E]

/-- The configuration obtained by applying the matrix `A` to every point. -/
def act (A : Matrix (Fin d) (Fin d) ℝ) (x : ι → Fin d → ℝ) : ι → Fin d → ℝ :=
  fun i => A *ᵥ x i

/-- The diagonal matrix of a choice of signs, one for each axis. -/
def signMatrix (s : Fin d → ℤˣ) : Matrix (Fin d) (Fin d) ℝ :=
  diagonal fun k => ((s k : ℤ) : ℝ)

/-- The mean of `f` over the `2 ^ d` sign choices for the columns of `U`, where `f` is evaluated on
the dot products of the points with the signed columns. -/
def frameAverage (f : (ι → Fin d → ℝ) → E) (U : Matrix (Fin d) (Fin d) ℝ)
    (x : ι → Fin d → ℝ) : E :=
  ((2 : ℝ) ^ d)⁻¹ • ∑ s : Fin d → ℤˣ, f (act (U * signMatrix s)ᵀ x)

/-- The second-moment matrix `∑ i, x i (x i)ᵀ` of a finite configuration. -/
def secondMoment [Fintype ι] (x : ι → Fin d → ℝ) : Matrix (Fin d) (Fin d) ℝ :=
  ∑ i, vecMulVec (x i) (x i)

/-- The columns of `U` are orthonormal eigenvectors of the second-moment matrix, listed
by strictly increasing eigenvalue `lam`. -/
structure IsPrincipalFrame [Fintype ι] (x : ι → Fin d → ℝ) (lam : Fin d → ℝ)
    (U : Matrix (Fin d) (Fin d) ℝ) : Prop where
  orthonormal : Uᵀ * U = 1
  eigen : secondMoment x * U = U * diagonal lam
  ordered : StrictMono lam

/-- Two successive sign changes combine into the sign change by the product. -/
theorem signMatrix_mul (t s : Fin d → ℤˣ) :
    signMatrix t * signMatrix s = signMatrix (t * s) := by
  simp [signMatrix, Matrix.diagonal_mul_diagonal]

private lemma secondMoment_transpose [Fintype ι] (x : ι → Fin d → ℝ) :
    (secondMoment x)ᵀ = secondMoment x := by
  ext i j
  simp [secondMoment, Matrix.sum_apply, Matrix.vecMulVec_apply, mul_comm]

/-- The second-moment matrix is Hermitian. -/
theorem secondMoment_isHermitian [Fintype ι] (x : ι → Fin d → ℝ) :
    (secondMoment x).IsHermitian := by
  rw [Matrix.IsHermitian, Matrix.conjTranspose_eq_transpose_of_trivial,
    secondMoment_transpose]

/-- If the eigenvalues of the second-moment matrix are distinct, an ordered orthonormal
eigenvector frame exists. -/
theorem exists_principalFrame [Fintype ι] (x : ι → Fin d → ℝ)
    (h : Function.Injective (secondMoment_isHermitian x).eigenvalues) :
    ∃ lam U, IsPrincipalFrame x lam U := by
  have hC := secondMoment_isHermitian x
  -- sort the eigenvalues delivered by the spectral theorem
  have hmono := Tuple.monotone_sort hC.eigenvalues
  generalize Tuple.sort hC.eigenvalues = σ at hmono
  refine ⟨hC.eigenvalues ∘ σ,
    Matrix.of fun i k => (hC.eigenvectorBasis (σ k)).ofLp i, ?_, ?_,
    hmono.strictMono_of_injective (h.comp σ.injective)⟩
  · ext k l
    have := orthonormal_iff_ite.mp hC.eigenvectorBasis.orthonormal (σ k) (σ l)
    rw [EuclideanSpace.inner_eq_star_dotProduct] at this
    simpa [Matrix.mul_apply, Matrix.one_apply, dotProduct, mul_comm] using this
  · ext i k
    have := congrFun (hC.mulVec_eigenvectorBasis (σ k)) i
    rw [Matrix.mul_diagonal]
    simpa [Matrix.mul_apply, Matrix.mulVec, dotProduct, mul_comm] using this

/-- Two ordered eigenvector frames of the same configuration, each with strictly increasing
eigenvalues, have the same eigenvalues and differ only by the signs of their columns. -/
theorem frame_unique_up_to_sign [Fintype ι] {x : ι → Fin d → ℝ} {lam mu : Fin d → ℝ}
    {U W : Matrix (Fin d) (Fin d) ℝ} (hU : IsPrincipalFrame x lam U)
    (hW : IsPrincipalFrame x mu W) :
    lam = mu ∧ ∃ s, W = U * signMatrix s := by
  have hUU : U * Uᵀ = 1 := mul_eq_one_comm.mp hU.orthonormal
  have h1 : Uᵀ * secondMoment x = diagonal lam * Uᵀ := by
    have h := congrArg Matrix.transpose hU.eigen
    rwa [Matrix.transpose_mul, Matrix.transpose_mul, Matrix.diagonal_transpose,
      secondMoment_transpose] at h
  -- the overlap matrix intertwines the two diagonal forms
  have hR : diagonal lam * (Uᵀ * W) = Uᵀ * W * diagonal mu :=
    calc diagonal lam * (Uᵀ * W) = diagonal lam * Uᵀ * W := (Matrix.mul_assoc _ _ _).symm
      _ = Uᵀ * (secondMoment x * W) := by rw [← h1, Matrix.mul_assoc]
      _ = Uᵀ * W * diagonal mu := by rw [hW.eigen, Matrix.mul_assoc]
  obtain ⟨R, hRdef⟩ : ∃ R, R = Uᵀ * W := ⟨_, rfl⟩
  rw [← hRdef] at hR
  have hWR : W = U * R := by
    rw [hRdef, ← Matrix.mul_assoc, hUU, Matrix.one_mul]
  have hRR : Rᵀ * R = 1 :=
    calc Rᵀ * R = Wᵀ * (U * Uᵀ) * W := by
          rw [hRdef]
          simp only [Matrix.transpose_mul, Matrix.transpose_transpose, Matrix.mul_assoc]
      _ = 1 := by rw [hUU, Matrix.mul_one, hW.orthonormal]
  have heq : ∀ i j, R i j ≠ 0 → lam i = mu j := by
    intro i j h
    have e := congrFun (congrFun hR i) j
    rw [Matrix.diagonal_mul, Matrix.mul_diagonal] at e
    exact mul_right_cancel₀ h (e.trans (mul_comm _ _))
  have hne : ∀ A : Matrix (Fin d) (Fin d) ℝ, Aᵀ * A = 1 → ∀ j, ∃ i, A i j ≠ 0 := by
    intro A hA j
    by_contra! h
    have e := congrFun (congrFun hA j) j
    simp [Matrix.mul_apply, h] at e
  -- equal sets of eigenvalues in the same order
  have hlm : lam = mu := by
    apply (StrictMono.range_inj hU.ordered hW.ordered).mp
    apply Set.Subset.antisymm
    · rintro _ ⟨i, rfl⟩
      obtain ⟨j, hj⟩ := hne Rᵀ (by
        rw [Matrix.transpose_transpose]
        exact mul_eq_one_comm.mp hRR) i
      exact ⟨j, (heq i j hj).symm⟩
    · rintro _ ⟨j, rfl⟩
      obtain ⟨i, hi⟩ := hne R hRR j
      exact ⟨i, heq i j hi⟩
  have hoff : ∀ i j, i ≠ j → R i j = 0 := by
    intro i j hij
    by_contra h
    exact hij (hU.ordered.injective ((heq i j h).trans (congrFun hlm j).symm))
  -- the diagonal overlaps are signs
  have hs : ∀ k, ∃ s : ℤˣ, ((s : ℤ) : ℝ) = R k k := by
    intro k
    have h := congrFun (congrFun hRR k) k
    simp only [Matrix.mul_apply, Matrix.transpose_apply, Matrix.one_apply_eq] at h
    have e : ∑ i, R i k * R i k = R k k * R k k :=
      Finset.sum_eq_single k (fun i _ hik => by rw [hoff i k hik, mul_zero])
        (fun h => absurd (Finset.mem_univ k) h)
    rw [e] at h
    rcases mul_self_eq_one_iff.mp h with h | h
    · exact ⟨1, by simp [h]⟩
    · exact ⟨-1, by simp [h]⟩
  choose s hs using hs
  refine ⟨hlm, s, ?_⟩
  have hRs : R = signMatrix s := by
    ext i j
    by_cases hij : i = j
    · subst hij
      simp [signMatrix, hs]
    · rw [signMatrix, Matrix.diagonal_apply_ne _ hij, hoff i j hij]
  rw [hWR, hRs]

/-- An orthogonal map carries an ordered eigenvector frame of a configuration to one of the
moved configuration, with the same eigenvalues. -/
theorem isPrincipalFrame_act [Fintype ι] {x : ι → Fin d → ℝ} {lam : Fin d → ℝ}
    {U Q : Matrix (Fin d) (Fin d) ℝ} (hU : IsPrincipalFrame x lam U) (hQ : Qᵀ * Q = 1) :
    IsPrincipalFrame (act Q x) lam (Q * U) := by
  have hM : secondMoment (act Q x) = Q * secondMoment x * Qᵀ := by
    simp only [secondMoment, act, Finset.mul_sum, Finset.sum_mul, Matrix.mul_vecMulVec,
      Matrix.vecMulVec_mul, Matrix.vecMul_transpose]
  refine ⟨?_, ?_, hU.ordered⟩
  · calc (Q * U)ᵀ * (Q * U) = Uᵀ * (Qᵀ * Q) * U := by
          simp only [Matrix.transpose_mul, Matrix.mul_assoc]
      _ = 1 := by rw [hQ, Matrix.mul_one, hU.orthonormal]
  · rw [hM]
    calc Q * secondMoment x * Qᵀ * (Q * U) = Q * secondMoment x * (Qᵀ * Q) * U := by
          simp only [Matrix.mul_assoc]
      _ = Q * (secondMoment x * U) := by rw [hQ, Matrix.mul_one, Matrix.mul_assoc]
      _ = Q * U * diagonal lam := by rw [hU.eigen, Matrix.mul_assoc]

/-- The sign average of any function `f` is invariant under orthogonal maps `Q`, whichever
ordered eigenvector frames, with strictly increasing eigenvalues, are used before and after. -/
theorem frameAverage_invariant [Fintype ι] (f : (ι → Fin d → ℝ) → E)
    {x : ι → Fin d → ℝ} {lam mu : Fin d → ℝ} {U W Q : Matrix (Fin d) (Fin d) ℝ}
    (hQ : Qᵀ * Q = 1) (hU : IsPrincipalFrame x lam U)
    (hW : IsPrincipalFrame (act Q x) mu W) :
    frameAverage f W (act Q x) = frameAverage f U x := by
  obtain ⟨-, t, rfl⟩ := frame_unique_up_to_sign (isPrincipalFrame_act hU hQ) hW
  unfold frameAverage
  congr 1
  -- the relative signs `t` only permute the terms of the average
  refine Fintype.sum_equiv (Equiv.mulLeft t) _ _ fun s => ?_
  have e : (Q * U * signMatrix t * signMatrix s)ᵀ * Q = (U * signMatrix (t * s))ᵀ :=
    calc (Q * U * signMatrix t * signMatrix s)ᵀ * Q
        = (U * signMatrix (t * s))ᵀ * (Qᵀ * Q) := by
          rw [← signMatrix_mul]
          simp only [Matrix.transpose_mul, Matrix.mul_assoc]
      _ = (U * signMatrix (t * s))ᵀ := by rw [hQ, Matrix.mul_one]
  have hact : act (Q * U * signMatrix t * signMatrix s)ᵀ (act Q x) =
      act (U * signMatrix (t * s))ᵀ x := by
    funext i
    simp only [act, Matrix.mulVec_mulVec, e]
  simp only [hact, Equiv.coe_mulLeft]

/-- The sign average does not depend on which ordered eigenvector frame, with strictly
increasing eigenvalues, is chosen. -/
theorem frameAverage_independent [Fintype ι] (f : (ι → Fin d → ℝ) → E)
    {x : ι → Fin d → ℝ} {lam mu : Fin d → ℝ} {U W : Matrix (Fin d) (Fin d) ℝ}
    (hU : IsPrincipalFrame x lam U) (hW : IsPrincipalFrame x mu W) :
    frameAverage f W x = frameAverage f U x := by
  have h1 : act 1 x = x := by
    funext i
    simp [act]
  have h := frameAverage_invariant f (Q := 1) (by simp) hU (h1.symm ▸ hW)
  rwa [h1] at h

/-- For the planar points `(1, 0)` and `(0, 2)` the coordinate axes form an ordered
eigenvector frame with eigenvalues `1` and `4`. -/
theorem isPrincipalFrame_witness :
    IsPrincipalFrame (![![1, 0], ![0, 2]] : Fin 2 → Fin 2 → ℝ) ![1, 4] 1 := by
  refine ⟨by simp, ?_, ?_⟩
  · rw [Matrix.mul_one, Matrix.one_mul]
    ext i j
    fin_cases i <;> fin_cases j <;>
      norm_num [secondMoment, Matrix.vecMulVec_apply, Fin.sum_univ_two]
  · intro i j
    fin_cases i <;> fin_cases j <;> simp

end

end FrameAveraging
```

```lean
#print axioms FrameAveraging.exists_principalFrame
-- 'FrameAveraging.exists_principalFrame' depends on axioms: [propext, Classical.choice, Quot.sound]
#print axioms FrameAveraging.frameAverage_invariant
-- 'FrameAveraging.frameAverage_invariant' depends on axioms: [propext, Classical.choice, Quot.sound]
#print axioms FrameAveraging.frameAverage_independent
-- 'FrameAveraging.frameAverage_independent' depends on axioms: [propext, Classical.choice, Quot.sound]
```

## The proof in Lean

`exists_principalFrame` takes the eigenbasis that Mathlib provides for a Hermitian matrix and reorders it with `Tuple.sort`. Injectivity of the eigenvalues turns the sorted order into a strict one. The symmetry needed here comes from `secondMoment_isHermitian`.

`frame_unique_up_to_sign` is the argument about $R$. The equation `hR` is the intertwining relation, and `heq` reads it entry by entry. `hne` supplies a nonzero entry in each column, and is applied to `R` and to its transpose. `StrictMono.range_inj` then identifies the two lists of eigenvalues. `hoff` removes the off-diagonal entries, and `hs` finds the sign on each diagonal place.

`isPrincipalFrame_act` first computes the moved matrix $QMQ^T$, then checks the frame conditions for `Q * U`.

In `frameAverage_invariant`, the two preceding theorems write the second frame as `Q * U * signMatrix t`. `Fintype.sum_equiv` with `Equiv.mulLeft t` is the relabelling $s\mapsto ts$, and `signMatrix_mul` combines the two sign changes. `frameAverage_independent` is the case `Q := 1`.

`isPrincipalFrame_witness` confirms the frame used for the two planar points before the turn, with eigenvalues 1 and 4.
